# For a fixed nonzero projector vector, the lowest level falls without bound as a negative denominator tends to zero

When a separable pseudopotential is generated, one useful check is to inspect the denominator of each projector. In the Kleinman–Bylander form the nonlocal part is $|v\rangle\langle v|/a$ with $v=W\varphi$ and $a=\langle\varphi,W\varphi\rangle$, where $\varphi$ is the reference pseudo-orbital and $W$ is the difference between the semilocal and the local potential. If $a$ is negative and close to zero while $v$ is not small, another local potential or cutoff radius can be tried, because the Hamiltonian may have acquired a ghost state, that is, a spurious level, in this case one far below the physical levels. The theorems below support this check for a model with one projector, an ordinary eigenvalue problem and a finite-dimensional state space.

## The Hamiltonian with one projector

The states form a complex inner product space $V$, whose inner product $\langle x,y\rangle$ is linear in $y$ and conjugate-linear in $x$. In Lean it is written `inner ℂ x y`. Finite dimension, as in a calculation with a fixed finite basis, is assumed in the theorems that need it.

```lean
import Mathlib

open Filter Topology Module.End

namespace GhostStates

noncomputable section

variable {V : Type*} [NormedAddCommGroup V] [InnerProductSpace ℂ V]
```

Let $T$ be a linear operator on $V$, standing for the kinetic energy plus the local potential. For a vector $v$ and a real number $a\neq0$, the Hamiltonian acts as
$$H_a x = Tx+\frac{\langle v,x\rangle}{a}\,v .$$
The projector is attractive for $a<0$ and repulsive for $a>0$. The vector $v$ need not be normalised. In Lean, $H_a$ is `separableHamiltonian T v a`, and the two proof obligations in its definition are additivity and homogeneity in $x$.

```lean
/-- The Hamiltonian `T + |v⟩⟨v| / a` with one separable projector, for real `a ≠ 0`. -/
def separableHamiltonian (T : V →ₗ[ℂ] V) (v : V) (a : ℝ) : V →ₗ[ℂ] V where
  toFun x := T x + ((a : ℂ)⁻¹ * inner ℂ v x) • v
  map_add' x y := by
    simp only [map_add, inner_add_right]
    module
  map_smul' c x := by
    simp only [map_smul, inner_smul_right, RingHom.id_apply]
    module
```

The lowest energy $E(A)$ of an operator $A$ is defined as the infimum of its real eigenvalues. A Hermitian operator has only real eigenvalues, so nothing is left out for the operators of interest.

```lean
/-- The infimum of the real eigenvalues of an operator. -/
def lowestEnergy (A : V →ₗ[ℂ] V) : ℝ :=
  sInf {μ : ℝ | HasEigenvalue A (μ : ℂ)}
```

The upper bound for a repulsive projector uses the energies $\langle x,Tx\rangle$ of unit vectors $x$ with $\langle v,x\rangle=0$. Their infimum is written $E_\perp$. The code takes the real part of $\langle x,Tx\rangle$, which changes nothing when $T$ is Hermitian.

```lean
/-- The real parts of `⟨x, T x⟩` for the unit vectors `x` orthogonal to `v`. -/
def orthogonalEnergies (T : V →ₗ[ℂ] V) (v : V) : Set ℝ :=
  (fun x => (inner ℂ x (T x)).re) '' {x : V | ‖x‖ = 1 ∧ inner ℂ v x = 0}
```

## The variational principle

If $x$ is an eigenvector of $A$ with real eigenvalue $\mu$, then $\langle x,Ax\rangle=\langle x,\mu x\rangle=\mu\|x\|^2$. The factor $\|x\|^2$ stays because eigenvectors are not normalised in the code.

```lean
/-- For real `μ`, the real part of `⟨x, μ x⟩` is `μ ‖x‖²`. -/
lemma re_inner_real_smul (μ : ℝ) (x : V) :
    (inner ℂ x ((μ : ℂ) • x)).re = μ * ‖x‖ ^ 2 := by
  rw [inner_smul_right, Complex.re_ofReal_mul]
  exact congrArg (fun r => μ * r) (inner_self_eq_norm_sq (𝕜 := ℂ) x)
```

Let $A$ be Hermitian on a nonzero finite-dimensional space, and put
$$m=\inf_{x\ne0}\frac{\langle x,Ax\rangle}{\|x\|^2}.$$
The quotient is bounded below by $-\|A\|$, since $|\langle x,Ax\rangle|\le\|A\|\,\|x\|^2$. The unit sphere is compact, so the infimum is attained at some unit vector $x_0$. For every $y$ and every real $t$,
$$\langle x_0+ty,(A-m)(x_0+ty)\rangle\ge0,$$
with equality at $t=0$. The term linear in $t$, which is $2t\,\mathrm{Re}\langle y,(A-m)x_0\rangle$, must therefore vanish. Choosing $y=(A-m)x_0$ gives $Ax_0=mx_0$, so $m$ is an eigenvalue.

It is also the least one: if $Ax=\mu x$ with $x\ne0$, then $m\|x\|^2\le\langle x,Ax\rangle=\mu\|x\|^2$, hence $m\le\mu$. So $E(A)=m$, and
$$E(A)\,\|x\|^2\le\langle x,Ax\rangle\qquad\text{for all }x.$$

In the formal proof, Mathlib's `hasEigenvalue_iInf_of_finiteDimensional` supplies the eigenvalue. The bound by the operator norm is `hbdd`, the inequality for all $x$ is `hb`, and the comparison with other eigenvalues is `hl`. The hypothesis `A.IsSymmetric` says $\langle Ax,y\rangle=\langle x,Ay\rangle$, which is Hermiticity. `IsLeast` records that the lowest energy is itself an eigenvalue and that no real eigenvalue lies below it.

```lean
/-- Variational principle: a symmetric operator on a nonzero finite-dimensional space has a least
eigenvalue, and no nonzero vector has a smaller energy per squared norm. -/
theorem variational_principle [FiniteDimensional ℂ V] [Nontrivial V]
    {A : V →ₗ[ℂ] V} (hA : A.IsSymmetric) :
    IsLeast {μ : ℝ | HasEigenvalue A (μ : ℂ)} (lowestEnergy A) ∧
      ∀ x, lowestEnergy A * ‖x‖ ^ 2 ≤ (inner ℂ x (A x)).re := by
  let m : ℝ := ⨅ x : {x : V // x ≠ 0}, (inner ℂ (A x) (x : V)).re / ‖(x : V)‖ ^ 2
  have hm : HasEigenvalue A (m : ℂ) := hA.hasEigenvalue_iInf_of_finiteDimensional
  -- the Rayleigh quotient is bounded below by minus the operator norm
  have hbdd : BddBelow (Set.range fun x : {x : V // x ≠ 0} =>
      (inner ℂ (A x) (x : V)).re / ‖(x : V)‖ ^ 2) := by
    refine ⟨-‖LinearMap.toContinuousLinearMap A‖, ?_⟩
    rintro _ ⟨⟨y, hy⟩, rfl⟩
    have hpos : 0 < ‖y‖ ^ 2 := pow_pos (norm_pos_iff.2 hy) 2
    have h1 : ‖inner ℂ (A y) y‖ ≤ ‖A y‖ * ‖y‖ := norm_inner_le_norm _ _
    have h2 : ‖A y‖ ≤ ‖LinearMap.toContinuousLinearMap A‖ * ‖y‖ :=
      (LinearMap.toContinuousLinearMap A).le_opNorm y
    have h3 := neg_le_of_abs_le (Complex.abs_re_le_norm (inner ℂ (A y) y))
    have h4 := mul_le_mul_of_nonneg_right h2 (norm_nonneg y)
    change _ ≤ (inner ℂ (A y) y).re / ‖y‖ ^ 2
    rw [le_div_iff₀ hpos]
    nlinarith
  have hb : ∀ x, m * ‖x‖ ^ 2 ≤ (inner ℂ x (A x)).re := by
    intro x
    by_cases hx : x = 0
    · simp [hx]
    · have h : m ≤ (inner ℂ (A x) x).re / ‖x‖ ^ 2 := ciInf_le hbdd ⟨x, hx⟩
      rwa [le_div_iff₀ (pow_pos (norm_pos_iff.2 hx) 2), hA x x] at h
  have hl : IsLeast {μ : ℝ | HasEigenvalue A (μ : ℂ)} m := by
    refine ⟨hm, fun μ hμ => ?_⟩
    obtain ⟨x, hx⟩ := HasEigenvalue.exists_hasEigenvector hμ
    have h := hb x
    rw [hx.apply_eq_smul, re_inner_real_smul] at h
    exact le_of_mul_le_mul_right h (pow_pos (norm_pos_iff.2 hx.2) 2)
  have he : lowestEnergy A = m := hl.csInf_eq
  rw [he]
  exact ⟨hl, hb⟩
```

## What the projector does to the energy

The variational principle applies to $H_a$ once $H_a$ is known to be Hermitian. As $a$ is real,
$$\langle H_ax,y\rangle=\langle Tx,y\rangle+\frac{\overline{\langle v,x\rangle}\,\langle v,y\rangle}{a}
=\langle x,Ty\rangle+\frac{\langle x,v\rangle\langle v,y\rangle}{a}=\langle x,H_ay\rangle .$$
The rewriting steps in Lean move the scalars out of the inner products and conjugate them in the same way.

```lean
/-- Adding the separable projector to a symmetric operator leaves it symmetric. -/
theorem separableHamiltonian_isSymmetric {T : V →ₗ[ℂ] V} (hT : T.IsSymmetric)
    (v : V) (a : ℝ) : (separableHamiltonian T v a).IsSymmetric := by
  intro x y
  change inner ℂ (T x + ((a : ℂ)⁻¹ * inner ℂ v x) • v) y =
    inner ℂ x (T y + ((a : ℂ)⁻¹ * inner ℂ v y) • v)
  rw [inner_add_left, inner_add_right, inner_smul_left, inner_smul_right, hT x y,
    map_mul, map_inv₀, Complex.conj_ofReal, inner_conj_symm]
  ring
```

Setting both arguments equal to $x$ gives the energy shift,
$$\langle x,H_ax\rangle=\langle x,Tx\rangle+\frac{|\langle v,x\rangle|^2}{a}.$$
For a unit vector $x$ the last term is the change in its energy. It vanishes when $x$ is orthogonal to $v$, and otherwise it has the sign of $a$.

```lean
/-- For any vector `x`, the projector shifts the real part of `⟨x, T x⟩` by `|⟨v, x⟩|² / a`. -/
theorem energy_shift (T : V →ₗ[ℂ] V) (v x : V) (a : ℝ) :
    (inner ℂ x (separableHamiltonian T v a x)).re =
      (inner ℂ x (T x)).re + ‖inner ℂ v x‖ ^ 2 / a := by
  change (inner ℂ x (T x + ((a : ℂ)⁻¹ * inner ℂ v x) • v)).re = _
  rw [inner_add_right, inner_smul_right, mul_assoc, ← inner_conj_symm x v,
    Complex.mul_conj, Complex.add_re, Complex.normSq_eq_norm_sq, ← Complex.ofReal_inv,
    Complex.re_ofReal_mul, Complex.ofReal_re]
  ring
```

## States that do not feel the projector

In dimension at least two, some nonzero $x$ satisfies $\langle v,x\rangle=0$: a linear map from $V$ to the one-dimensional space $\mathbb C$ cannot be injective. Dividing by $\|x\|$ gives a unit vector. The unit vectors orthogonal to $v$ form a closed subset of the compact unit sphere, and $x\mapsto\mathrm{Re}\langle x,Tx\rangle$ is continuous, so $E_\perp$ is an attained minimum. In dimension one with $v\neq0$ there are no such unit vectors, and the minimum has no meaning.

The proof has the same two parts. `hc` is the compactness, and the closing argument compares dimensions to find the orthogonal vector.

```lean
/-- In finite dimension at least two, the real part of `⟨x, T x⟩` has an attained minimum over the
unit vectors orthogonal to `v`. -/
theorem orthogonal_minimum_attained [FiniteDimensional ℂ V]
    (hdim : 2 ≤ Module.finrank ℂ V) (T : V →ₗ[ℂ] V) (v : V) :
    IsLeast (orthogonalEnergies T v) (sInf (orthogonalEnergies T v)) := by
  have : ProperSpace V := FiniteDimensional.proper ℂ V
  have hT : Continuous fun x => T x := T.continuous_of_finiteDimensional
  have hset : {x : V | ‖x‖ = 1 ∧ inner ℂ v x = 0} =
      Metric.sphere 0 1 ∩ {x : V | inner ℂ v x = 0} := by
    ext x
    simp
  have hc : IsCompact {x : V | ‖x‖ = 1 ∧ inner ℂ v x = 0} := by
    rw [hset]
    exact (isCompact_sphere 0 1).inter_right (isClosed_eq (by fun_prop) continuous_const)
  have hf : Continuous fun x : V => (inner ℂ x (T x)).re :=
    Complex.continuous_re.comp (continuous_id.inner hT)
  refine (hc.image hf).isLeast_sInf (Set.Nonempty.image _ ?_)
  -- the functional `⟨v, ·⟩` cannot be injective in dimension two or more
  obtain ⟨x, hvx, hx⟩ : ∃ x : V, inner ℂ v x = 0 ∧ x ≠ 0 := by
    by_contra! h
    have hi : Function.Injective (innerSL ℂ v).toLinearMap :=
      (injective_iff_map_eq_zero _).2 h
    have hle := LinearMap.finrank_le_finrank_of_injective hi
    rw [Module.finrank_self] at hle
    omega
  exact ⟨((‖x‖ : ℂ)⁻¹) • x, norm_smul_inv_norm hx, by rw [inner_smul_right, hvx, mul_zero]⟩
```

## How deep the lowest level must lie

Let $a<0$ and take $v$ itself as the trial state. Since $|\langle v,v\rangle|^2=\|v\|^4$, the variational principle and the energy shift give
$$E(H_a)\,\|v\|^2\le\langle v,Tv\rangle+\frac{\|v\|^4}{a}.$$
Multiplying by $|a|=-a>0$ and rearranging,
$$\|v\|^4\le|a|\left(\langle v,Tv\rangle-E(H_a)\,\|v\|^2\right).$$
This is the form proved in Lean, and for $v=0$ it reads $0\le0$. For $v\ne0$, division by $|a|\,\|v\|^2$ turns it into
$$E(H_a)\le\frac{\langle v,Tv\rangle}{\|v\|^2}-\frac{\|v\|^2}{|a|}.$$
The first term is the energy of the normalised projector state without the projector. The second shows that the size of $a$ has to be judged against $\|v\|^2$: rescaling $v$ changes what counts as a small denominator.

In the code, `h` is the variational inequality for the trial state, and `h2` and `h3` carry out the multiplication by $-a$.

```lean
/-- In finite dimension, for symmetric `T` and `a < 0`, the lowest energy `E` of `T + |v⟩⟨v| / a`
obeys `‖v‖⁴ ≤ |a| (⟨v, T v⟩ - E ‖v‖²)`. -/
theorem ghost_depth [FiniteDimensional ℂ V] {T : V →ₗ[ℂ] V} (hT : T.IsSymmetric)
    (v : V) {a : ℝ} (ha : a < 0) :
    ‖v‖ ^ 4 ≤ |a| * ((inner ℂ v (T v)).re -
      lowestEnergy (separableHamiltonian T v a) * ‖v‖ ^ 2) := by
  by_cases hv : v = 0
  · simp [hv]
  have : Nontrivial V := ⟨v, 0, hv⟩
  -- `v` itself is the trial state
  have h := (variational_principle (separableHamiltonian_isSymmetric hT v a)).2 v
  have hn : ‖inner ℂ v v‖ = ‖v‖ ^ 2 := by
    rw [inner_self_eq_norm_sq_to_K]
    simp
  rw [energy_shift, hn] at h
  have h2 := mul_le_mul_of_nonneg_left h (neg_pos.2 ha).le
  have h3 : -a * ((inner ℂ v (T v)).re + (‖v‖ ^ 2) ^ 2 / a) =
      -a * (inner ℂ v (T v)).re - ‖v‖ ^ 4 := by
    field_simp [ha.ne]
    ring
  rw [h3] at h2
  rw [abs_of_neg ha]
  linarith
```

## The two signs of the denominator

The final theorem takes a Hermitian $T$ on a space of finite dimension at least two and a vector $v\ne0$, both held fixed while $a$ varies. It states that
$$E(H_a)\to-\infty\quad\text{as }a\to0^-,\qquad\text{and}\qquad E(T)\le E(H_a)\le E_\perp\quad\text{for every }a>0.$$
The filter `𝓝[<] 0` expresses the approach to zero through negative values, and `atBot` stands for $-\infty$.

**Attractive projector.** The limit follows from the depth bound, because $\|v\|^2/|a|$ grows without limit. The formal proof argues with a given energy $B$. Put $K=|\langle v,Tv\rangle-B\|v\|^2|+1$ and take $a<0$ with $|a|K<\|v\|^4$. If $E(H_a)$ were above $B$, the depth bound would give
$$\|v\|^4\le|a|\left(\langle v,Tv\rangle-E(H_a)\|v\|^2\right)\le|a|K<\|v\|^4,$$
a contradiction. Hence $E(H_a)\le B$ for all negative $a$ close enough to zero.

**Repulsive projector, lower bound.** Let $x$ be an eigenvector of $H_a$ for its lowest energy. Then
$$E(H_a)\|x\|^2=\langle x,Tx\rangle+\frac{|\langle v,x\rangle|^2}{a}\ge\langle x,Tx\rangle\ge E(T)\|x\|^2,$$
and division by $\|x\|^2>0$ gives $E(H_a)\ge E(T)$.

**Repulsive projector, upper bound.** Let $x$ be a unit vector orthogonal to $v$ at which $E_\perp$ is attained. Its energy shift is zero, so $E(H_a)\le\langle x,H_ax\rangle=\langle x,Tx\rangle=E_\perp$. This is the only part that uses the assumption that the dimension is at least two.

The three bullets of the Lean proof follow this order.

```lean
/-- Ghost state theorem: for symmetric `T` in finite dimension at least two and `v ≠ 0`, the lowest
energy of `T + |v⟩⟨v| / a` tends to minus infinity as `a` tends to zero from below. For `a > 0` it
lies between the lowest energy of `T` and the minimum of `T` over unit vectors orthogonal to `v`. -/
theorem ghost_state [FiniteDimensional ℂ V] (hdim : 2 ≤ Module.finrank ℂ V)
    {T : V →ₗ[ℂ] V} (hT : T.IsSymmetric) {v : V} (hv : v ≠ 0) :
    Tendsto (fun a => lowestEnergy (separableHamiltonian T v a)) (𝓝[<] 0) atBot ∧
      ∀ a > 0, lowestEnergy T ≤ lowestEnergy (separableHamiltonian T v a) ∧
        lowestEnergy (separableHamiltonian T v a) ≤ sInf (orthogonalEnergies T v) := by
  have : Nontrivial V := ⟨v, 0, hv⟩
  have hvpos : 0 < ‖v‖ := norm_pos_iff.2 hv
  refine ⟨tendsto_atBot.2 fun B => ?_, fun a ha => ⟨?_, ?_⟩⟩
  · -- an energy above `B` would contradict the depth bound once `|a| K < ‖v‖⁴`
    let K : ℝ := |(inner ℂ v (T v)).re - B * ‖v‖ ^ 2| + 1
    have hK : 0 < K := by positivity
    have hneg : -(‖v‖ ^ 4 / K) < 0 := neg_lt_zero.2 (by positivity)
    filter_upwards [self_mem_nhdsWithin, mem_nhdsWithin_of_mem_nhds (Ioi_mem_nhds hneg)]
      with a ha ha'
    have ha0 : a < 0 := ha
    have hsmall : -a * K < ‖v‖ ^ 4 := by
      rw [← lt_div_iff₀ hK]
      exact neg_lt.1 ha'
    by_contra! hB
    have hd := ghost_depth hT v ha0
    rw [abs_of_neg ha0] at hd
    have h1 : (inner ℂ v (T v)).re -
        lowestEnergy (separableHamiltonian T v a) * ‖v‖ ^ 2 ≤ K := by
      have h2 := mul_le_mul_of_nonneg_right hB.le (sq_nonneg ‖v‖)
      have h3 := le_abs_self ((inner ℂ v (T v)).re - B * ‖v‖ ^ 2)
      change _ ≤ |(inner ℂ v (T v)).re - B * ‖v‖ ^ 2| + 1
      linarith
    have h4 := mul_le_mul_of_nonneg_left h1 (neg_pos.2 ha0).le
    linarith
  · -- a repulsive projector does not lower the energy of the ground state of `H_a`
    have hH := (variational_principle (separableHamiltonian_isSymmetric hT v a)).1.1
    obtain ⟨x, hx⟩ := HasEigenvalue.exists_hasEigenvector hH
    have h := energy_shift T v x a
    rw [hx.apply_eq_smul, re_inner_real_smul] at h
    have h1 := (variational_principle hT).2 x
    have h2 : 0 ≤ ‖inner ℂ v x‖ ^ 2 / a := by positivity
    exact le_of_mul_le_mul_right (by linarith) (pow_pos (norm_pos_iff.2 hx.2) 2)
  · -- the constrained minimiser does not feel the projector
    obtain ⟨x, ⟨hx, hvx⟩, hmin⟩ := (orthogonal_minimum_attained hdim T v).1
    have h := (variational_principle (separableHamiltonian_isSymmetric hT v a)).2 x
    rw [energy_shift, hvx, hx] at h
    rw [← hmin]
    simpa using h

end

end GhostStates
```

The two bounds for $a>0$ do not depend on $a$, so a small positive denominator cannot send the lowest level to $-\infty$. They do not certify a ghost-free potential, since the theorem never compares the levels of $H_a$ with a physical reference spectrum.

An ultrasoft calculation has a generalised eigenvalue problem with an overlap operator, and usually several projectors coupled by a matrix. The model replaces the overlap operator by the identity and keeps a single projector. It also treats $a$ as independent of $T$ and $v$, whereas a change of the local potential in a real construction alters all three.

```lean
#print axioms GhostStates.ghost_state
```

```
'GhostStates.ghost_state' depends on axioms: [propext, Classical.choice, Quot.sound]
```
